# For commuting derivatives and a cyclic trace that vanishes on derivatives, the traced Chern form of an idempotent is invariant under conjugation

## Band projectors as elements of a ring

Momentum space enters here only through its algebra: a ring R, two maps d_x and d_y on it, and a trace tau. In the physical picture, R consists of smooth, periodic, matrix-valued functions of k on a two-dimensional Brillouin zone, d_x and d_y are the momentum derivatives, and

tau(z) = ∫ Tr z(k) d²k.

The projector onto a group of bands that is separated from all other bands at every k is an element P with P² = P. Its traced Chern form is

c(P) = tau(P [d_x P, d_y P]),

where [u, v] = uv − vu. The Chern number is c(P) times i/2π, up to a sign convention.

A gauge change among the occupied states leaves P itself unchanged. The conjugation studied here, P → g P g⁻¹ with invertible g(k), changes the basis of the whole orbital space and generally changes P. For a non-interacting, periodic tight-binding model, it includes assigning an orbital to a different unit cell, which multiplies its Bloch sum by a phase that is periodic in k; the Chern number does not depend on that assignment.

## The invariance statement and its hypotheses

Assume that

- d_x and d_y are additive, obey d(uv) = (du)v + u(dv), and commute;
- tau is additive and cyclic, tau(uv) = tau(vu);
- tau(d_x z) = tau(d_y z) = 0 for all z.

Then c(g P g⁻¹) = c(P) for every idempotent P and every invertible g. The last condition stands for periodicity: a total derivative integrates to zero over the closed Brillouin zone.

## Derivation by hand

**Differentiating the conjugated projector.** From d(1) = d(1) + d(1) we get d(1) = 0. Differentiating g⁻¹g = 1 then gives

d(g⁻¹) = −g⁻¹ (dg) g⁻¹.

Write a = g⁻¹ d_x g, b = g⁻¹ d_y g, X = d_x P and Y = d_y P. The Leibniz rule gives

d_x(g P g⁻¹) = g (X + [a, P]) g⁻¹,

and likewise for y with Y and b. Inner factors g⁻¹g cancel, and cyclicity removes the outer pair:

c(g P g⁻¹) = tau(P [X + [a, P], Y + [b, P]]).

**Terms linear in a or b.** Differentiating P² = P gives Y = YP + PY. Multiplying by P on the left gives PYP = 0. Hence

P [[a, P], Y] = PaPY − PaY − PYaP.

The first term has trace tau(aPYP) = 0. The other two give −tau(aYP) − tau(aPY) = −tau(aY). In the same way, P [X, [b, P]] contributes +tau(bX).

**The quadratic term.** Using P² = P,

P [a, P][b, P] = PaPbP − PabP,

with trace tau(PaPb) − tau(Pab). Subtracting the expression with a and b exchanged cancels the first part by cyclicity and leaves −tau(P[a, b]). Altogether,

c(g P g⁻¹) = c(P) − tau(aY) + tau(bX) − tau(P[a, b]).

**Total derivatives.** We have

d_y a = −ba + g⁻¹ d_y d_x g,
d_x b = −ab + g⁻¹ d_x d_y g.

The mixed derivatives agree, so [a, b] = d_y a − d_x b. The extra terms therefore combine into

−tau(d_y(aP)) + tau(d_x(bP)) = 0.

## Non-commuting derivatives break the invariance

If d_x and d_y do not commute, the last step leaves the change

−tau(P g⁻¹ (d_x d_y − d_y d_x) g).

Take complex 2 × 2 matrices with the ordinary trace, and let d_x and d_y be commutators with the raising and lowering matrices. The commutator of those two matrices is σ_z = diag(1, −1), so d_x d_y − d_y d_x is the commutator with σ_z. For P = diag(1, 0), c(P) = −1. Let g exchange the levels. Then g⁻¹[σ_z, g] = −2σ_z, the change is +2, and c(g P g⁻¹) = 1. All the other hypotheses hold.

## The Lean file

```lean
import Mathlib

namespace ChernFormConjugation

variable {R A : Type*} [Ring R] [AddCommGroup A]

/-- The Leibniz rule `d (u v) = (d u) v + u (d v)` for an additive map `d`. -/
abbrev IsLeibniz (d : R →+ R) : Prop :=
  ∀ u v, d (u * v) = d u * v + u * d v

/-- The traced Chern form `c(P) = tau (P [d_x P, d_y P])`. -/
def chernForm (dx dy : R →+ R) (tau : R →+ A) (P : R) : A :=
  tau (P * (dx P * dy P - dy P * dx P))

/-- A map that obeys the Leibniz rule sends the identity to zero. -/
theorem deriv_one {d : R →+ R} (hd : IsLeibniz d) : d 1 = 0 := by
  have h := hd 1 1
  rw [mul_one, mul_one, one_mul] at h
  exact left_eq_add.mp h

/-- The derivative of an inverse, for `d` that obeys the Leibniz rule: `d (g⁻¹) = -g⁻¹ (d g) g⁻¹`.
-/
theorem deriv_inv {d : R →+ R} (hd : IsLeibniz d) (g : Rˣ) :
    d (↑g⁻¹ : R) = -((↑g⁻¹ : R) * d g) * (↑g⁻¹ : R) := by
  have h := hd (↑g⁻¹ : R) (g : R)
  rw [Units.inv_mul, deriv_one hd] at h
  calc d (↑g⁻¹ : R) = d (↑g⁻¹ : R) * g * (↑g⁻¹ : R) := by
        rw [mul_assoc, Units.mul_inv, mul_one]
    _ = -((↑g⁻¹ : R) * d g) * (↑g⁻¹ : R) := by
        rw [eq_neg_of_add_eq_zero_left h.symm]

/-- If `d` obeys the Leibniz rule, differentiating `g P g⁻¹` dresses the derivative of `P` with a
commutator: `d (g P g⁻¹) = g (d P + [g⁻¹ d g, P]) g⁻¹`. -/
theorem deriv_conj {d : R →+ R} (hd : IsLeibniz d) (g : Rˣ) (P : R) :
    d (g * P * (↑g⁻¹ : R)) =
      g * (d P + ((↑g⁻¹ : R) * d g * P - P * ((↑g⁻¹ : R) * d g))) * (↑g⁻¹ : R) := by
  have hg : (g : R) * (↑g⁻¹ : R) = 1 := Units.mul_inv g
  rw [hd, hd, deriv_inv hd]
  linear_combination (norm := noncomm_ring) -(hg * (d g * P * (↑g⁻¹ : R)))

/-- For an idempotent `P`, a cyclic trace, and `X`, `Y` with `X = X P + P X` and
`Y = Y P + P Y`, replacing `X`, `Y` by `X + [a, P]`, `Y + [b, P]` changes
`tau (P [X, Y])` by `-tau (a Y) + tau (b X) - tau (P [a, b])`. -/
theorem trace_dressed (tau : R →+ A) (cyc : ∀ u v, tau (u * v) = tau (v * u))
    {P X Y : R} (a b : R) (hP : P * P = P)
    (hX : X * P + P * X = X) (hY : Y * P + P * Y = Y) :
    tau (P * ((X + (a * P - P * a)) * (Y + (b * P - P * b))
      - (Y + (b * P - P * b)) * (X + (a * P - P * a)))) =
    tau (P * (X * Y - Y * X)) - tau (a * Y) + tau (b * X)
      - tau (P * (a * b - b * a)) := by
  -- terms linear in the dressing
  have lin : ∀ a Z : R, Z * P + P * Z = Z →
      tau (P * ((a * P - P * a) * Z - Z * (a * P - P * a))) = -tau (a * Z) := by
    intro a Z hZ
    have h0 : P * Z * P = 0 := by
      linear_combination (norm := noncomm_ring) P * hZ - hP * Z
    have e : P * ((a * P - P * a) * Z - Z * (a * P - P * a)) =
        P * (a * P * Z) - P * (a * Z) - P * Z * a * P := by
      linear_combination (norm := noncomm_ring) h0 * a - hP * (a * Z)
    have t1 : tau (P * (a * P * Z)) = 0 := by
      rw [cyc P, show a * P * Z * P = a * (P * Z * P) by simp only [mul_assoc],
        h0, mul_zero, map_zero]
    have t2 : tau (P * (a * Z)) = tau (a * (Z * P)) := by
      rw [cyc P (a * Z), mul_assoc]
    have t3 : tau (P * Z * a * P) = tau (a * (P * Z)) := by
      rw [cyc (P * Z * a) P,
        show P * (P * Z * a) = P * P * (Z * a) by simp only [mul_assoc],
        hP, ← mul_assoc P Z a, cyc (P * Z) a]
    have t4 : tau (a * Z) = tau (a * (Z * P)) + tau (a * (P * Z)) := by
      rw [← map_add, ← mul_add, hZ]
    rw [e, map_sub, map_sub, t1, t2, t3, t4]
    abel
  -- the term quadratic in the dressing
  have cut : ∀ w, tau (P * w * P) = tau (P * w) := by
    intro w
    rw [cyc (P * w) P, ← mul_assoc P P w, hP]
  have q : ∀ a b : R, tau (P * ((a * P - P * a) * (b * P - P * b))) =
      tau (P * a * (P * b)) - tau (P * (a * b)) := by
    intro a b
    have e : P * ((a * P - P * a) * (b * P - P * b)) =
        P * (a * P * b) * P - P * (a * b) * P := by
      linear_combination (norm := noncomm_ring)
        hP * (a * P * b) - hP * (a * b * P) - P * a * hP * b
    rw [e, map_sub, cut, cut,
      show P * (a * P * b) = P * a * (P * b) by simp only [mul_assoc]]
  have split : ∀ u v, tau (P * (u - v)) = tau (P * u) - tau (P * v) := by
    intro u v
    rw [mul_sub, map_sub]
  have quad : tau (P * ((a * P - P * a) * (b * P - P * b)
      - (b * P - P * b) * (a * P - P * a))) = -tau (P * (a * b - b * a)) := by
    rw [split, q a b, q b a, split (a * b), cyc (P * b) (P * a)]
    abel
  have e : ∀ S T : R, P * ((X + S) * (Y + T) - (Y + T) * (X + S)) =
      P * (X * Y - Y * X) + P * (S * Y - Y * S) - P * (T * X - X * T)
        + P * (S * T - T * S) := by
    intro S T
    noncomm_ring
  rw [e, map_add, map_sub, map_add, lin a Y hY, lin b X hX, quad]
  abel

/-- For commuting derivatives that obey the Leibniz rule and a cyclic trace that vanishes on
derivatives, the traced Chern form of an idempotent `P` is unchanged when `P` is conjugated by an
invertible element `g`. -/
theorem chernForm_conj {dx dy : R →+ R} {tau : R →+ A}
    (hdx : IsLeibniz dx) (hdy : IsLeibniz dy) (hcomm : ∀ z, dx (dy z) = dy (dx z))
    (cyc : ∀ u v, tau (u * v) = tau (v * u))
    (htx : ∀ z, tau (dx z) = 0) (hty : ∀ z, tau (dy z) = 0)
    {P : R} (hP : P * P = P) (g : Rˣ) :
    chernForm dx dy tau (g * P * (↑g⁻¹ : R)) = chernForm dx dy tau P := by
  have hg : (↑g⁻¹ : R) * (g : R) = 1 := Units.inv_mul g
  have conj_mul : ∀ u v : R, (g * u * (↑g⁻¹ : R)) * (g * v * (↑g⁻¹ : R)) =
      g * (u * v) * (↑g⁻¹ : R) := by
    intro u v
    linear_combination (norm := noncomm_ring) (g : R) * u * hg * (v * (↑g⁻¹ : R))
  have tr : ∀ w : R, tau (g * w * (↑g⁻¹ : R)) = tau w := by
    intro w
    rw [cyc (g * w), ← mul_assoc, hg, one_mul]
  have hX : dx P * P + P * dx P = dx P := by rw [← hdx, hP]
  have hY : dy P * P + P * dy P = dy P := by rw [← hdy, hP]
  -- the mixed second derivatives of g cancel
  have flat : (↑g⁻¹ : R) * dx g * ((↑g⁻¹ : R) * dy g)
      - (↑g⁻¹ : R) * dy g * ((↑g⁻¹ : R) * dx g) =
      dy ((↑g⁻¹ : R) * dx g) - dx ((↑g⁻¹ : R) * dy g) := by
    rw [hdy, hdx, deriv_inv hdx, deriv_inv hdy, hcomm]
    noncomm_ring
  unfold chernForm
  rw [deriv_conj hdx, deriv_conj hdy, conj_mul, conj_mul, ← sub_mul, ← mul_sub,
    conj_mul, tr, trace_dressed tau cyc _ _ hP hX hY, flat]
  generalize (↑g⁻¹ : R) * dx g = a
  generalize (↑g⁻¹ : R) * dy g = b
  -- what remains is the trace of two total derivatives
  have hx : tau (dx b * P) + tau (b * dx P) = 0 := by rw [← map_add, ← hdx, htx]
  have hy : tau (dy a * P) + tau (a * dy P) = 0 := by rw [← map_add, ← hdy, hty]
  rw [mul_sub P (dy a), map_sub, cyc P (dy a), cyc P (dx b)]
  linear_combination (norm := module) hx - hy

/-- For derivatives that obey the Leibniz rule and a cyclic trace, the Chern forms of
`1 - P` and `P` are opposite. -/
theorem chernForm_complement {dx dy : R →+ R} {tau : R →+ A}
    (hdx : IsLeibniz dx) (hdy : IsLeibniz dy)
    (cyc : ∀ u v, tau (u * v) = tau (v * u)) (P : R) :
    chernForm dx dy tau (1 - P) = -chernForm dx dy tau P := by
  have h0 : tau (dx P * dy P - dy P * dx P) = 0 := by
    rw [map_sub, cyc (dx P) (dy P), sub_self]
  unfold chernForm
  rw [map_sub dx, map_sub dy, deriv_one hdx, deriv_one hdy, zero_sub, zero_sub,
    neg_mul_neg, neg_mul_neg, sub_mul, one_mul, map_sub tau, h0, zero_sub]

/-- The commutator `z ↦ [X, z]` as an additive map. -/
def ad (X : R) : R →+ R :=
  AddMonoidHom.mk' (fun z => X * z - z * X) (by
    intro u v
    simp only [mul_add, add_mul]
    abel)

theorem ad_apply (X z : R) : ad X z = X * z - z * X := rfl

/-- The commutator with a fixed element obeys the Leibniz rule. -/
theorem ad_leibniz (X : R) : IsLeibniz (ad X) := by
  intro u v
  simp only [ad_apply]
  noncomm_ring

/-- If the derivatives are commutators with `X` and `Y` and the trace is cyclic, the Chern
form of an idempotent `P` is `-tau (P [X, Y])`. -/
theorem chernForm_ad {tau : R →+ A} (cyc : ∀ u v, tau (u * v) = tau (v * u))
    {P : R} (hP : P * P = P) (X Y : R) :
    chernForm (ad X) (ad Y) tau P = -tau (P * (X * Y - Y * X)) := by
  have h := trace_dressed tau cyc (X := 0) (Y := 0) X Y hP (by simp) (by simp)
  simp only [zero_add, mul_zero, sub_self, map_zero, add_zero, zero_sub] at h
  exact h

/-- The two-level raising matrix. -/
def up (k : Type*) [CommRing k] : Matrix (Fin 2) (Fin 2) k := !![0, 1; 0, 0]

/-- The two-level lowering matrix. -/
def down (k : Type*) [CommRing k] : Matrix (Fin 2) (Fin 2) k := !![0, 0; 1, 0]

/-- The projector on the first of two levels. -/
def proj (k : Type*) [CommRing k] : Matrix (Fin 2) (Fin 2) k := !![1, 0; 0, 0]

/-- Over the field with two elements, the commutators with the raising and lowering
matrices, the matrix trace and the projector on the first level meet all hypotheses of
`chernForm_conj`, and the Chern form equals 1. -/
theorem chernForm_conj_witness :
    IsLeibniz (ad (up (ZMod 2))) ∧ IsLeibniz (ad (down (ZMod 2))) ∧
    (∀ z, ad (up (ZMod 2)) (ad (down (ZMod 2)) z) =
      ad (down (ZMod 2)) (ad (up (ZMod 2)) z)) ∧
    (∀ u v : Matrix (Fin 2) (Fin 2) (ZMod 2), (u * v).trace = (v * u).trace) ∧
    (∀ z, (ad (up (ZMod 2)) z).trace = 0) ∧ (∀ z, (ad (down (ZMod 2)) z).trace = 0) ∧
    proj (ZMod 2) * proj (ZMod 2) = proj (ZMod 2) ∧
    chernForm (ad (up (ZMod 2))) (ad (down (ZMod 2)))
      (Matrix.traceAddMonoidHom (Fin 2) (ZMod 2)) (proj (ZMod 2)) = 1 := by
  have h : up (ZMod 2) * down (ZMod 2) - down (ZMod 2) * up (ZMod 2) = 1 := by decide
  have hP : proj (ZMod 2) * proj (ZMod 2) = proj (ZMod 2) := by decide
  have ht : ∀ X z : Matrix (Fin 2) (Fin 2) (ZMod 2), (ad X z).trace = 0 := by
    intro X z
    rw [ad_apply, Matrix.trace_sub, Matrix.trace_mul_comm, sub_self]
  refine ⟨ad_leibniz _, ad_leibniz _, ?_, Matrix.trace_mul_comm, ht _, ht _, hP, ?_⟩
  · intro z
    simp only [ad_apply]
    linear_combination (norm := noncomm_ring) h * z - z * h
  · rw [chernForm_ad (fun u v => Matrix.trace_mul_comm u v) hP, h, mul_one]
    change -(proj (ZMod 2)).trace = 1
    decide

/-- For complex two-level matrices, with the commutators with the raising and lowering
matrices as derivatives, conjugation by the exchange of the levels turns the Chern form
of the projector on the first level from -1 into 1. -/
theorem chernForm_conj_fails_without_commuting :
    (!![0, 1; 1, 0] * !![0, 1; 1, 0] : Matrix (Fin 2) (Fin 2) ℂ) = 1 ∧
    chernForm (ad (up ℂ)) (ad (down ℂ)) (Matrix.traceAddMonoidHom (Fin 2) ℂ)
      (proj ℂ) = -1 ∧
    chernForm (ad (up ℂ)) (ad (down ℂ)) (Matrix.traceAddMonoidHom (Fin 2) ℂ)
      (!![0, 1; 1, 0] * proj ℂ * !![0, 1; 1, 0]) = 1 := by
  refine ⟨?_, ?_, ?_⟩
  · simp [Matrix.one_fin_two]
  · simp [chernForm, ad_apply, up, down, proj, Matrix.trace_fin_two]
  · simp [chernForm, ad_apply, up, down, proj, Matrix.trace_fin_two]

end ChernFormConjugation
```

```lean
#print axioms ChernFormConjugation.chernForm_conj
#print axioms ChernFormConjugation.chernForm_complement
#print axioms ChernFormConjugation.chernForm_conj_fails_without_commuting
```

```
'ChernFormConjugation.chernForm_conj' depends on axioms: [propext, Classical.choice, Quot.sound]
'ChernFormConjugation.chernForm_complement' depends on axioms: [propext, Classical.choice, Quot.sound]
'ChernFormConjugation.chernForm_conj_fails_without_commuting' depends on axioms: [propext, Classical.choice, Quot.sound]
```

## Reading the formal statement

`R` is any ring and `A`, where the trace takes its values, any additive commutative group. The arrows `→+` make `dx`, `dy` and `tau` additive; linearity over complex scalars is not required. `IsLeibniz` is the product rule, `g : Rˣ` is an invertible element, and `↑g⁻¹` is its inverse read in `R`. The idempotent need not be Hermitian. `chernForm` carries no factor i/2π.

The file does not construct the ring of smooth functions on the Brillouin zone, and integrality of the Chern number is not addressed.

## How the lemmas carry the calculation

`deriv_one`, `deriv_inv` and `deriv_conj` are the first step. `trace_dressed` is the expansion for general X and Y: `lin` handles the linear terms, `q` and `quad` the quadratic one. Where `linear_combination` is used with `noncomm_ring`, the known equations are multiplied from a specified side, as in the hand derivation of PYP = 0.

In `chernForm_conj`, `conj_mul` cancels the inner factors and `tr` the outer ones. `flat` is the identity for [a, b], and the only place where `hcomm` is used. After `generalize` names a and b, `hx` and `hy` state that the two total derivatives have zero trace, and their difference closes the goal.

`chernForm_complement` gives c(1 − P) = −c(P), so filled and empty bands have opposite Chern forms. It follows from d(1 − P) = −dP and tau([d_x P, d_y P]) = 0.

In `chernForm_ad`, X and Y are fixed elements whose commutators serve as derivatives. Setting the undressed derivatives to zero in `trace_dressed` gives c(P) = −tau(P[X, Y]). For a finite, open, non-interacting lattice model with commuting position matrices, this full trace is zero, so the corresponding real-space Chern marker averages to zero over the whole sample, even when its average over the bulk is nonzero.

`chernForm_conj_witness` shows that the invariant can be nonzero under all the hypotheses. Over the two-element field, the raising and lowering matrices have commutator 1, so their derivatives commute, and c(P) = 1. `chernForm_conj_fails_without_commuting` evaluates the complex counter-example entry by entry.
